# BenDaniel-Duke matching for piecewise C² envelopes, from the weak effective-mass equation

In the BenDaniel-Duke model of a quantum well, the solutions of adjacent layers are joined by carrying two quantities across each interface: the envelope f and its slope divided by the mass, f'/m. For an envelope that is C² on each closed layer, with a continuous potential there, the second rule follows from the weak form of the one-band, one-dimensional effective-mass equation.

The layers are [-L, 0] and [0, L] with L > 0, masses m₁, m₂ and potentials V₁, V₂. The energy E is a given real number, ħ = 1, and f is real. The letter p denotes a test function, not a momentum.

## Nonzero masses, constant in each layer

Each material has its own mass m, and 1/m is the curvature of its band at the band edge. By hand, m must be nonzero when the layer equation and the flux condition are cleared of denominators; the proof uses `hm₁` and `hm₂` at the same places. Positivity is never used, so negative band curvature is allowed. At m = 0 the kinetic term has no meaning, although Lean would evaluate it as zero.

```lean
import Mathlib

open MeasureTheory Set
open scoped Topology

namespace BenDanielDuke

noncomputable section

variable {a b m E L m₁ m₂ : ℝ} {f p V V₁ V₂ : ℝ → ℝ}
```

`across` selects the material, `energyDensity` is the weak integrand, and `waveResidual` is what remains of the Schrödinger equation in one layer:

R = -f''/(2m) + (V - E) f

```lean
/-- A material parameter with value `u` to the left of the junction at `0` and `v` to the right. -/
def across (u v x : ℝ) : ℝ := if x < 0 then u else v

/-- The integrand `f' p' / (2m) + (V - E) f p` of the weak effective-mass equation at the point
`x`, with local mass `m ≠ 0` and local potential `V` (units with `ħ = 1`). -/
def energyDensity (m V E : ℝ) (f p : ℝ → ℝ) (x : ℝ) : ℝ :=
  deriv f x * deriv p x / (2 * m) + (V - E) * f x * p x

/-- The residual `-f'' / (2m) + (V - E) f` of the Schrödinger equation in a layer of constant
mass `m ≠ 0`. -/
def waveResidual (m : ℝ) (V : ℝ → ℝ) (E : ℝ) (f : ℝ → ℝ) (x : ℝ) : ℝ :=
  -deriv (deriv f) x / (2 * m) + (V x - E) * f x
```

## A weak equation that also tests the junction

The weak equation says that the energy functional, with E as the multiplier for normalisation, is stationary under variations p that vanish at ±L. Choosing this functional, with 1/m(x) between the two derivatives, is a modelling assumption about the heterostructure, which the theorems do not justify.

```lean
/-- The envelope `f` solves the weak effective-mass equation on `[-L, L]`, with nonzero masses `m₁`,
`m₂` and potentials `V₁`, `V₂` left and right of `0`: the integral of the energy density vanishes
for every C¹ test function that is zero at both ends. Intended for an `f` that is C², and potentials
that are continuous, on each closed layer: the pointwise `deriv` misses jumps of `f`, and Lean gives
a non-integrable density the integral zero. -/
def IsWeakSolution (L m₁ m₂ : ℝ) (V₁ V₂ : ℝ → ℝ) (E : ℝ) (f : ℝ → ℝ) : Prop :=
  ∀ p : ℝ → ℝ, ContDiff ℝ 1 p → p (-L) = 0 → p L = 0 →
    ∫ x in (-L)..L, energyDensity (across m₁ m₂ x) (across (V₁ x) (V₂ x) x) E f p x = 0
```

The variations must be free at 0. Take m₁ = m₂ = 1, V = E and f = |x|. The weak integral is then -p(0), which vanishes for every p with p(0) = 0, yet the slopes -1 and 1 do not match.

The condition p(±L) = 0 removes the outer boundary terms and imposes nothing on f at the ends. Without it the converse fails: for equal masses 1, V = E and f = x, both layer equations and the matching hold, but p = x gives the integral L.

## An envelope that is C² up to the junction from each side

Physically, f is continuous at 0 and has finite one-sided slopes and curvatures. By hand, this permits integration by parts in a layer [a, b]. From (f'p)' = f''p + f'p',

∫ f'p'/(2m) dx = [f'p/(2m)] - ∫ f''p/(2m) dx

and adding the potential term gives

∫ (f'p'/(2m) + (V - E) f p) dx = [f'p/(2m)] + ∫ R p dx

In Lean, `derivWithin f (Icc (-L) 0) 0` is f'(0-) and `derivWithin f (Icc 0 L) 0` is f'(0+). The ordinary derivative `deriv f` may fail to exist at 0, so the first two lemmas compare integrands only inside a layer. `layer_regular` extends f' and f'' continuously to the closed layer, and `layer_by_parts` applies the fundamental theorem of calculus to f'p.

```lean
/-- Integrals over a layer agree when the integrands agree in its interior. -/
theorem integral_congr_Ioo {u v : ℝ → ℝ} (hab : a ≤ b) (h : ∀ x ∈ Ioo a b, u x = v x) :
    ∫ x in a..b, u x = ∫ x in a..b, v x := by
  simp only [intervalIntegral.integral_of_le hab, integral_Ioc_eq_integral_Ioo]
  exact setIntegral_congr_fun measurableSet_Ioo h

/-- A function that agrees in the interior of a layer with an integrable one is integrable. -/
theorem integrable_congr_Ioo {u v : ℝ → ℝ} (hab : a ≤ b) (h : ∀ x ∈ Ioo a b, u x = v x)
    (hv : IntervalIntegrable v volume a b) : IntervalIntegrable u volume a b := by
  rw [intervalIntegrable_iff_integrableOn_Ioo_of_le hab] at hv ⊢
  exact hv.congr_fun (fun x hx => (h x hx).symm) measurableSet_Ioo

/-- For an envelope that is C² on a closed layer, the first and second derivatives in the
interior extend continuously to the closed layer. -/
theorem layer_regular (hab : a < b) (hf : ContDiffOn ℝ 2 f (Icc a b)) :
    ∃ h : ℝ → ℝ, ContinuousOn (derivWithin f (Icc a b)) (Icc a b) ∧ ContinuousOn h (Icc a b) ∧
      ∀ x ∈ Ioo a b, deriv f x = derivWithin f (Icc a b) x ∧ deriv (deriv f) x = h x ∧
        HasDerivAt (derivWithin f (Icc a b)) (h x) x := by
  have hu := uniqueDiffOn_Icc hab
  have hg : ContDiffOn ℝ 1 (derivWithin f (Icc a b)) (Icc a b) :=
    hf.derivWithin hu (le_of_eq one_add_one_eq_two)
  have hd : ∀ x ∈ Ioo a b, deriv f x = derivWithin f (Icc a b) x := fun x hx =>
    (derivWithin_of_mem_nhds (Icc_mem_nhds hx.1 hx.2)).symm
  refine ⟨derivWithin (derivWithin f (Icc a b)) (Icc a b), hg.continuousOn,
    hg.continuousOn_derivWithin hu (by norm_num), fun x hx => ?_⟩
  have hD := ((hg.differentiableOn (by norm_num)) x
    (Ioo_subset_Icc_self hx)).hasDerivWithinAt.hasDerivAt (Icc_mem_nhds hx.1 hx.2)
  have he : deriv f =ᶠ[𝓝 x] derivWithin f (Icc a b) := by
    filter_upwards [Ioo_mem_nhds hx.1 hx.2] with y hy using hd y hy
  exact ⟨hd x hx, he.deriv_eq.trans hD.deriv, hD⟩

/-- Integration by parts in one layer of mass `m ≠ 0`, for an envelope C² and a potential continuous
on the closed layer and a C¹ test function: the energy density is integrable, and its integral is
the boundary term `[f' p / (2m)]` plus the integral of the wave-equation residual times `p`. -/
theorem layer_by_parts (hab : a < b) (hf : ContDiffOn ℝ 2 f (Icc a b))
    (hV : ContinuousOn V (Icc a b)) (hp : ContDiff ℝ 1 p) :
    IntervalIntegrable (fun x => energyDensity m (V x) E f p x) volume a b ∧
    ∫ x in a..b, energyDensity m (V x) E f p x =
      (derivWithin f (Icc a b) b * p b - derivWithin f (Icc a b) a * p a) / (2 * m)
        + ∫ x in a..b, waveResidual m V E f x * p x := by
  obtain ⟨h, hg, hh, hr⟩ := layer_regular hab hf
  have hpc : ContinuousOn p (Icc a b) := hp.continuous.continuousOn
  have hp' : ContinuousOn (deriv p) (Icc a b) :=
    (hp.continuous_deriv (by norm_num)).continuousOn
  have hi : IntervalIntegrable
      (fun x => h x * p x + derivWithin f (Icc a b) x * deriv p x) volume a b :=
    ((hh.mul hpc).add (hg.mul hp')).intervalIntegrable_of_Icc hab.le
  have hj : IntervalIntegrable
      (fun x => (-h x / (2 * m) + (V x - E) * f x) * p x) volume a b :=
    (((hh.neg.div_const _).add ((hV.sub continuousOn_const).mul
      hf.continuousOn)).mul hpc).intervalIntegrable_of_Icc hab.le
  -- the total derivative of f' p
  have hFTC : ∫ x in a..b, (h x * p x + derivWithin f (Icc a b) x * deriv p x) =
      derivWithin f (Icc a b) b * p b - derivWithin f (Icc a b) a * p a :=
    intervalIntegral.integral_eq_sub_of_hasDerivAt_of_le hab.le (hg.mul hpc)
      (fun x hx => (hr x hx).2.2.fun_mul
        ((hp.differentiable (by norm_num)) x).hasDerivAt) hi
  have e1 : ∀ x ∈ Ioo a b, energyDensity m (V x) E f p x =
      (h x * p x + derivWithin f (Icc a b) x * deriv p x) / (2 * m)
        + (-h x / (2 * m) + (V x - E) * f x) * p x := by
    intro x hx
    simp only [energyDensity, (hr x hx).1]
    ring
  have e2 : ∀ x ∈ Ioo a b, waveResidual m V E f x * p x =
      (-h x / (2 * m) + (V x - E) * f x) * p x := by
    intro x hx
    simp only [waveResidual, (hr x hx).2.1]
  refine ⟨integrable_congr_Ioo hab.le e1 ((hi.div_const _).add hj), ?_⟩
  rw [integral_congr_Ioo hab.le e1, integral_congr_Ioo hab.le e2,
    intervalIntegral.integral_add (hi.div_const _) hj, intervalIntegral.integral_div, hFTC]
```

Continuity of f at 0 is an input. With V = E, the step function equal to 0 for x < 0 and 1 for x ≥ 0 makes this weak integral vanish for every p, because the pointwise derivative misses the jump.

## Potentials continuous in each closed layer

V₁(0) and V₂(0) may differ, which is a band offset. By hand, continuity makes R continuous. If R were nonzero at an interior point, it would keep its sign nearby, and a nonnegative bump p placed there would give ∫ R p dx ≠ 0. Hence R = 0, that is

f'' = 2m (V - E) f

`layer_equation` obtains R = 0 almost everywhere from the fundamental lemma of the calculus of variations, then everywhere in the open layer by continuity.

```lean
/-- If the residual of a C² envelope in a layer with continuous potential integrates to zero against
every C¹ function vanishing outside the open layer, then the Schrödinger equation
`f'' = 2m (V - E) f` holds in the open layer, for mass `m ≠ 0`. -/
theorem layer_equation (hab : a < b) (hm : m ≠ 0) (hf : ContDiffOn ℝ 2 f (Icc a b))
    (hV : ContinuousOn V (Icc a b))
    (h : ∀ p : ℝ → ℝ, ContDiff ℝ 1 p → (∀ x, x ∉ Ioo a b → p x = 0) →
      ∫ x in a..b, waveResidual m V E f x * p x = 0) :
    ∀ x ∈ Ioo a b, deriv (deriv f) x = 2 * m * (V x - E) * f x := by
  obtain ⟨d, -, hd, hr⟩ := layer_regular hab hf
  have hc : ContinuousOn (waveResidual m V E f) (Ioo a b) :=
    (((hd.neg.div_const (2 * m)).add ((hV.sub continuousOn_const).mul
      hf.continuousOn)).mono Ioo_subset_Icc_self).congr
      (fun x hx => by simp only [waveResidual, (hr x hx).2.1]; rfl)
  -- the fundamental lemma of the calculus of variations
  have hae : ∀ᵐ x ∂(volume : Measure ℝ), x ∈ Ioo a b → waveResidual m V E f x = 0 := by
    refine isOpen_Ioo.ae_eq_zero_of_integral_contDiff_smul_eq_zero
      (hc.locallyIntegrableOn measurableSet_Ioo) (fun p hp _ hs => ?_)
    have hz : ∀ x, x ∉ Ioo a b → p x = 0 := fun x hx =>
      by_contra fun h' => hx (hs (subset_tsupport p h'))
    have h0 := h p (hp.of_le (by exact_mod_cast le_top)) hz
    have h1 : ∫ x in Ioc a b, waveResidual m V E f x * p x =
        ∫ x, waveResidual m V E f x * p x :=
      setIntegral_eq_integral_of_forall_compl_eq_zero (fun x hx => by
        rw [hz x (fun h' => hx (Ioo_subset_Ioc_self h')), mul_zero])
    rw [intervalIntegral.integral_of_le hab.le, h1] at h0
    simpa only [smul_eq_mul, mul_comm] using h0
  have hall : EqOn (waveResidual m V E f) (fun _ => 0) (Ioo a b) :=
    Measure.eqOn_open_of_ae_eq ((ae_restrict_iff' measurableSet_Ioo).2 hae)
      isOpen_Ioo hc continuousOn_const
  intro x hx
  have h3 : -deriv (deriv f) x / (2 * m) + (V x - E) * f x = 0 := hall hx
  have h2 := div_mul_cancel₀ (deriv (deriv f) x) (mul_ne_zero two_ne_zero hm)
  linear_combination (-(2 * m)) * h3 - h2
```

If V = E except at one interior point, f = 1 still satisfies the weak equation, but the layer equation fails at that point. So without continuity of V, the weak equation need not give the layer equation at every point.

A point interaction g δ(x) at the junction is not covered by the theorems here. By hand, it adds g f(0) p(0) to the weak form, and the same argument gives

f'(0+)/m₂ - f'(0-)/m₁ = 2 g f(0)

## The hypotheses combined

Adding the two layers, with p(±L) = 0, leaves

J p(0) + ∫ R₁ p dx + ∫ R₂ p dx, where J = f'(0-)/(2m₁) - f'(0+)/(2m₂)

Here R₁ and R₂ are the residuals of the left and right layers, each integrated over its own layer.

```lean
/-- For nonzero masses, an envelope C² and potentials continuous on each closed layer, and a C¹ test
function vanishing at both ends, the weak form across the junction is `p 0` times the left value
minus the right value of `f' / (2m)` at `0`, plus the residual integrals of the two layers. -/
theorem junction_by_parts (hL : 0 < L) (hf₁ : ContDiffOn ℝ 2 f (Icc (-L) 0))
    (hf₂ : ContDiffOn ℝ 2 f (Icc 0 L)) (hV₁ : ContinuousOn V₁ (Icc (-L) 0))
    (hV₂ : ContinuousOn V₂ (Icc 0 L)) (hp : ContDiff ℝ 1 p) (hl : p (-L) = 0) (hr : p L = 0) :
    ∫ x in (-L)..L, energyDensity (across m₁ m₂ x) (across (V₁ x) (V₂ x) x) E f p x =
      (derivWithin f (Icc (-L) 0) 0 / (2 * m₁) - derivWithin f (Icc 0 L) 0 / (2 * m₂)) * p 0
        + (∫ x in (-L)..0, waveResidual m₁ V₁ E f x * p x)
        + ∫ x in (0 : ℝ)..L, waveResidual m₂ V₂ E f x * p x := by
  have hL' : -L < 0 := neg_lt_zero.2 hL
  obtain ⟨i₁, h₁⟩ := layer_by_parts (m := m₁) (E := E) hL' hf₁ hV₁ hp
  obtain ⟨i₂, h₂⟩ := layer_by_parts (m := m₂) (E := E) hL hf₂ hV₂ hp
  have e₁ : ∀ x ∈ Ioo (-L) 0, energyDensity (across m₁ m₂ x) (across (V₁ x) (V₂ x) x) E f p x =
      energyDensity m₁ (V₁ x) E f p x := by
    intro x hx
    simp only [across, if_pos hx.2]
  have e₂ : ∀ x ∈ Ioo 0 L, energyDensity (across m₁ m₂ x) (across (V₁ x) (V₂ x) x) E f p x =
      energyDensity m₂ (V₂ x) E f p x := by
    intro x hx
    simp only [across, if_neg (not_lt.2 hx.1.le)]
  rw [← intervalIntegral.integral_add_adjacent_intervals
    (integrable_congr_Ioo hL'.le e₁ i₁) (integrable_congr_Ioo hL.le e₂ i₂),
    integral_congr_Ioo hL'.le e₁, integral_congr_Ioo hL.le e₂, h₁, h₂, hl, hr]
  ring
```

Test functions living in one layer have p(0) = 0 and force R₁ = 0, then R₂ = 0. The choice p = L² - x² leaves J L² = 0, so J = 0. Conversely, if R₁, R₂ and J vanish, so does the weak integral for every admissible p.

`weak_iff_matching` states this equivalence, with the matching written as m₂ f'(0-) = m₁ f'(0+). In its proof, `o₁` and `o₂` are the layer equations, `hzero` removes the integrals of solved layers, and `hJ` translates J = 0 into the matching.

```lean
/-- BenDaniel-Duke matching: for nonzero masses, potentials continuous on each closed layer and an
envelope C² on each closed layer, the weak equation holds exactly when the Schrödinger equation
holds inside both layers and `m₂ f'(0-) = m₁ f'(0+)`, that is, `f'/m` is continuous at `0`. -/
theorem weak_iff_matching (hL : 0 < L) (hm₁ : m₁ ≠ 0) (hm₂ : m₂ ≠ 0)
    (hf₁ : ContDiffOn ℝ 2 f (Icc (-L) 0)) (hf₂ : ContDiffOn ℝ 2 f (Icc 0 L))
    (hV₁ : ContinuousOn V₁ (Icc (-L) 0)) (hV₂ : ContinuousOn V₂ (Icc 0 L)) :
    IsWeakSolution L m₁ m₂ V₁ V₂ E f ↔
      (∀ x ∈ Ioo (-L) 0, deriv (deriv f) x = 2 * m₁ * (V₁ x - E) * f x) ∧
      (∀ x ∈ Ioo 0 L, deriv (deriv f) x = 2 * m₂ * (V₂ x - E) * f x) ∧
      m₂ * derivWithin f (Icc (-L) 0) 0 = m₁ * derivWithin f (Icc 0 L) 0 := by
  have hL' : -L < 0 := neg_lt_zero.2 hL
  have hJ : derivWithin f (Icc (-L) 0) 0 / (2 * m₁) - derivWithin f (Icc 0 L) 0 / (2 * m₂) = 0 ↔
      m₂ * derivWithin f (Icc (-L) 0) 0 = m₁ * derivWithin f (Icc 0 L) 0 := by
    rw [sub_eq_zero, div_eq_div_iff (mul_ne_zero two_ne_zero hm₁) (mul_ne_zero two_ne_zero hm₂)]
    constructor <;> intro h <;> linarith
  -- a solved layer contributes nothing to the weak form
  have hzero : ∀ {a b m : ℝ} {V : ℝ → ℝ} (p : ℝ → ℝ), a ≤ b → m ≠ 0 →
      (∀ x ∈ Ioo a b, deriv (deriv f) x = 2 * m * (V x - E) * f x) →
      ∫ x in a..b, waveResidual m V E f x * p x = 0 := by
    intro a b m V p hab hm h
    have e : ∀ x ∈ Ioo a b, waveResidual m V E f x * p x = (fun _ : ℝ => (0 : ℝ)) x := by
      intro x hx
      have h2 := div_mul_cancel₀ (deriv (deriv f) x) (mul_ne_zero two_ne_zero hm)
      have h3 : waveResidual m V E f x = 0 := by
        apply mul_left_cancel₀ (mul_ne_zero two_ne_zero hm)
        unfold waveResidual
        linear_combination (-1 : ℝ) * h x hx - h2
      simp only [h3, zero_mul]
    rw [integral_congr_Ioo hab e]
    simp
  constructor
  · intro h
    -- test functions living in one layer give the equation there
    have o₁ := layer_equation (E := E) hL' hm₁ hf₁ hV₁ (fun p hp hz => by
      have hw := h p hp (hz _ (fun h' => lt_irrefl _ h'.1))
        (hz _ (fun h' => lt_asymm h'.2 hL))
      have e : ∀ x ∈ Ioo 0 L, waveResidual m₂ V₂ E f x * p x = (fun _ : ℝ => (0 : ℝ)) x :=
        fun x hx => by simp only [hz x (fun h' => lt_asymm h'.2 hx.1), mul_zero]
      rw [junction_by_parts hL hf₁ hf₂ hV₁ hV₂ hp (hz _ (fun h' => lt_irrefl _ h'.1))
        (hz _ (fun h' => lt_asymm h'.2 hL)), hz 0 (fun h' => lt_irrefl _ h'.2),
        integral_congr_Ioo hL.le e] at hw
      simpa using hw)
    have o₂ := layer_equation (E := E) hL hm₂ hf₂ hV₂ (fun p hp hz => by
      have hl : p (-L) = 0 := hz _ (fun h' => lt_asymm h'.1 hL')
      have hr : p L = 0 := hz _ (fun h' => lt_irrefl _ h'.2)
      have hw := h p hp hl hr
      rw [junction_by_parts hL hf₁ hf₂ hV₁ hV₂ hp hl hr, hz 0 (fun h' => lt_irrefl _ h'.1),
        hzero p hL'.le hm₁ o₁] at hw
      simpa using hw)
    refine ⟨o₁, o₂, hJ.1 ?_⟩
    -- with both layers solved, the test function L² - x² sees only the flux jump
    have hp : ContDiff ℝ 1 (fun x : ℝ => L ^ 2 - x ^ 2) := by fun_prop
    have hw := h _ hp (by ring) (by ring)
    rw [junction_by_parts hL hf₁ hf₂ hV₁ hV₂ hp (by ring) (by ring),
      hzero _ hL'.le hm₁ o₁, hzero _ hL.le hm₂ o₂, add_zero, add_zero] at hw
    refine (mul_eq_zero.1 hw).resolve_right ?_
    have : 0 < L ^ 2 := by positivity
    intro h'
    norm_num at h'
    exact hL.ne' h'
  · rintro ⟨o₁, o₂, hmatch⟩ p hp hl hr
    rw [junction_by_parts hL hf₁ hf₂ hV₁ hV₂ hp hl hr, hJ.2 hmatch,
      hzero p hL'.le hm₁ o₁, hzero p hL.le hm₂ o₂]
    ring
```

## Unequal masses and a nonzero slope

With these two further hypotheses, f has a kink at 0. If f were differentiable there, both one-sided slopes would equal some s ≠ 0, and m₂ s = m₁ s would give m₁ = m₂. The proof makes the same cancellation.

```lean
/-- Between layers of different nonzero masses, a weak solution that is C² on each closed layer,
with potentials continuous there, has a kink at the junction if its left slope is nonzero. -/
theorem kink_at_junction (hL : 0 < L) (hm₁ : m₁ ≠ 0) (hm₂ : m₂ ≠ 0) (hne : m₁ ≠ m₂)
    (hf₁ : ContDiffOn ℝ 2 f (Icc (-L) 0)) (hf₂ : ContDiffOn ℝ 2 f (Icc 0 L))
    (hV₁ : ContinuousOn V₁ (Icc (-L) 0)) (hV₂ : ContinuousOn V₂ (Icc 0 L))
    (h : IsWeakSolution L m₁ m₂ V₁ V₂ E f) (hs : derivWithin f (Icc (-L) 0) 0 ≠ 0) :
    ¬ DifferentiableAt ℝ f 0 := by
  intro hd
  have hL' : -L < 0 := neg_lt_zero.2 hL
  have hmatch := ((weak_iff_matching hL hm₁ hm₂ hf₁ hf₂ hV₁ hV₂).1 h).2.2
  have s₁ := hd.derivWithin (uniqueDiffOn_Icc hL' 0 (right_mem_Icc.2 hL'.le))
  have s₂ := hd.derivWithin (uniqueDiffOn_Icc hL 0 (left_mem_Icc.2 hL.le))
  rw [s₁] at hs
  rw [s₁, s₂] at hmatch
  exact hne (mul_right_cancel₀ hs hmatch).symm

end

end BenDanielDuke
```

Both hypotheses matter. With V = E, the constant f = 1 has no kink for any masses, and f = x has none for equal masses.

```lean
#print axioms BenDanielDuke.weak_iff_matching
-- 'BenDanielDuke.weak_iff_matching' depends on axioms: [propext, Classical.choice, Quot.sound]
#print axioms BenDanielDuke.kink_at_junction
-- 'BenDanielDuke.kink_at_junction' depends on axioms: [propext, Classical.choice, Quot.sound]
```
